# In reduced energy, the thermal window of the Fermi function has unit area and zero first moment

For non-interacting electrons at temperature T > 0, in energy units, the Fermi function falls from one to zero around the chemical potential μ. In the reduced energy u = (E − μ)/T, its negative slope is the thermal window 1/(2 + eᵘ + e⁻ᵘ). The lemma states that this window and its product with u are both integrable over the whole real line, with integrals 1 and 0. The attempt gets integrability by bounding both integrands in absolute value by 10/(1 + u²). It then finds the area from the limits of the Fermi function at the two ends of the line, and the first moment from the evenness of the window.

In Lean, a first try:

```lean
import Mathlib

open MeasureTheory Filter Topology

noncomputable section

namespace ThermalWindowMoments

/-- Fermi function at chemical potential `μ` and temperature `T > 0` in energy units. -/
def fermi (T μ E : ℝ) : ℝ := 1 / (Real.exp ((E - μ) / T) + 1)

/-- The thermal window `1 / (2 + exp u + exp (-u))` in the reduced energy `u`. -/
def thermalWindow (u : ℝ) : ℝ := (2 + Real.exp u + Real.exp (-u))⁻¹

/-- For `T > 0` the slope of the Fermi function is minus the thermal window in
`(E - μ) / T`, divided by `T`. -/
theorem hasDerivAt_fermi {T : ℝ} (hT : 0 < T) (μ E : ℝ) :
    HasDerivAt (fermi T μ) (-(thermalWindow ((E - μ) / T) / T)) E := by
  have h1 : HasDerivAt (fun e : ℝ => (e - μ) / T) (1 / T) E :=
    ((hasDerivAt_id' E).sub_const μ).div_const T
  have hne : Real.exp ((E - μ) / T) + 1 ≠ 0 := by positivity
  refine ((hasDerivAt_const E (1 : ℝ)).fun_div (h1.exp.add_const 1) hne).congr_deriv ?_
  unfold thermalWindow
  rw [Real.exp_neg]
  have hy := Real.exp_pos ((E - μ) / T)
  generalize Real.exp ((E - μ) / T) = y at hy hne ⊢
  have hw : 2 + y + y⁻¹ = (y + 1) ^ 2 / y := by
    rw [eq_div_iff hy.ne', add_mul, inv_mul_cancel₀ hy.ne']
    ring
  rw [hw, inv_div]
  field_simp
  ring

/-- The thermal window has unit area and zero first moment, and both integrals converge. -/
theorem thermalWindow_moments :
    (Integrable thermalWindow ∧ ∫ u, thermalWindow u = 1) ∧
      (Integrable (fun u => u * thermalWindow u) ∧ ∫ u, u * thermalWindow u = 0) := by
  have hc : Continuous thermalWindow := by
    unfold thermalWindow
    exact Continuous.inv₀ (by fun_prop) (fun u => by positivity)
  have hpos : ∀ u, 0 < thermalWindow u := fun u => by unfold thermalWindow; positivity
  have hexp : ∀ t : ℝ, 0 ≤ t → (1 + t) * (1 + t ^ 2) ≤ 10 * Real.exp t := by
    intro t ht
    have h1 := Real.add_one_le_exp t
    have h2 := Real.pow_div_factorial_le_exp t ht 2
    have h3 := Real.pow_div_factorial_le_exp t ht 3
    norm_num [Nat.factorial] at h2 h3
    nlinarith
  -- exponential decay dominates the linear growth of the first moment
  have hb : ∀ u, (1 + |u|) * thermalWindow u ≤ 10 * (1 + u ^ 2)⁻¹ := by
    intro u
    have h := hexp |u| (abs_nonneg u)
    rw [sq_abs] at h
    have h' : Real.exp |u| ≤ 2 + Real.exp u + Real.exp (-u) := by
      rcases abs_choice u with hu | hu <;> rw [hu] <;>
        linarith [Real.exp_pos u, Real.exp_pos (-u)]
    unfold thermalWindow
    rw [← div_eq_mul_inv, ← div_eq_mul_inv, div_le_div_iff₀ (by positivity) (by positivity)]
    linarith
  have i0 : Integrable thermalWindow := by
    refine (integrable_inv_one_add_sq.const_mul 10).mono' hc.aestronglyMeasurable
      (Eventually.of_forall fun u => ?_)
    rw [Real.norm_eq_abs, abs_of_pos (hpos u)]
    nlinarith [hb u, mul_nonneg (abs_nonneg u) (hpos u).le]
  have i1 : Integrable (fun u => u * thermalWindow u) := by
    refine (integrable_inv_one_add_sq.const_mul 10).mono'
      (continuous_id.mul hc).aestronglyMeasurable (Eventually.of_forall fun u => ?_)
    rw [Real.norm_eq_abs, abs_mul, abs_of_pos (hpos u)]
    nlinarith [hb u, hpos u]
  refine ⟨⟨i0, ?_⟩, i1, ?_⟩
  · -- the area is the drop of the Fermi function from one to zero
    have hd : ∀ u, HasDerivAt (fun u : ℝ => 1 / (Real.exp u + 1)) (-thermalWindow u) u := by
      intro u
      have h := hasDerivAt_fermi one_pos 0 u
      have hf : fermi 1 0 = fun u : ℝ => 1 / (Real.exp u + 1) := by
        funext v
        simp only [fermi, sub_zero, div_one]
      rw [hf] at h
      simpa only [sub_zero, div_one] using h
    have hbot : Tendsto (fun u : ℝ => 1 / (Real.exp u + 1)) atBot (𝓝 1) := by
      have h := (tendsto_const_nhds (x := (1 : ℝ))).div
        (Real.tendsto_exp_atBot.add_const 1) (by norm_num)
      simpa using h
    have htop : Tendsto (fun u : ℝ => 1 / (Real.exp u + 1)) atTop (𝓝 0) :=
      tendsto_const_nhds.div_atTop (tendsto_atTop_add_const_right _ 1 Real.tendsto_exp_atTop)
    have h := integral_of_hasDerivAt_of_tendsto hd i0.neg hbot htop
    rw [integral_neg] at h
    linarith
  · have heven : ∀ u, thermalWindow (-u) = thermalWindow u := by
      intro u
      unfold thermalWindow
      rw [neg_neg, add_right_comm]
    have h := integral_neg_eq_self (fun u => u * thermalWindow u) volume
    simp only [heven, neg_mul, integral_neg] at h
    linarith

end ThermalWindowMoments
```

Messages:

```
Main.lean:83:6: error: Type mismatch: After simplification, term
  h
 has type
  Tendsto ((fun x => 1) / fun x => Real.exp x + 1) atBot (𝓝 1)
but is expected to have type
  Tendsto (fun u => (Real.exp u + 1)⁻¹) atBot (𝓝 1)
```

As a diff, the version that Lean accepts:

```diff
@@ -81,5 +81,6 @@
       have h := (tendsto_const_nhds (x := (1 : ℝ))).div
         (Real.tendsto_exp_atBot.add_const 1) (by norm_num)
-      simpa using h
+      have h' : Tendsto (fun u : ℝ => 1 / (Real.exp u + 1)) atBot (𝓝 (1 / (0 + 1))) := h
+      simpa using h'
     have htop : Tendsto (fun u : ℝ => 1 / (Real.exp u + 1)) atTop (𝓝 0) :=
       tendsto_const_nhds.div_atTop (tendsto_atTop_add_const_right _ 1 Real.tendsto_exp_atTop)
```

What went wrong. The error is in `hbot`, the limit of the Fermi function as u → −∞. The limit itself is right, and `simpa` has already reduced its value to 1 in `h`. What doesn't fit is the way the function is written. `Tendsto.div` gives a quotient of two functions, `(fun x => 1) / fun x => Real.exp x + 1`, and `simp` leaves that quotient as it is. In the goal the division is between numbers inside one `fun`, and there `simp` rewrites `1 / (Real.exp u + 1)` to `(Real.exp u + 1)⁻¹`. Before that rewrite the two functions agreed by definition. Afterwards they don't, because for real numbers `1 / a = a⁻¹` is a lemma and doesn't hold by unfolding definitions. The final match in `simpa` therefore fails.

The repair first restates `h` as `h'`, with the division inside the `fun` and the limit written as `1 / (0 + 1)`. Lean accepts `h` for this type because the two statements agree by definition. `simpa using h'` then brings the function in `h'` to the same inverse as in the goal and the limit to 1, so the two match.
